# How a Gaussian-broadened density of states depends on its width, and a kernel that extrapolates it

A calculation for a metal on a finite mesh of $k$-points returns a finite list of levels, whereas the density of states of the extended crystal is spread over continuous bands of energy. Replacing each level by a Gaussian of width $\sigma$ gives a smooth curve, but one that depends on $\sigma$. How does it change with the width, and can part of that change be removed without recomputing the levels?

## The diffusion equation and the extrapolated kernel

Let the levels be $\varepsilon_i$, with real weights $w_i$. For an energy $e$ and a width $\sigma>0$, put

$$x_i=\frac{e-\varepsilon_i}{\sigma},\qquad g(x)=\frac{e^{-x^2}}{\sqrt\pi},\qquad D(e,\sigma)=\sum_i w_i\,\frac{g(x_i)}{\sigma}.$$

In the exponential, $e$ is Euler's number. For any differentiable kernel $k$, since $\partial x_i/\partial\sigma=-x_i/\sigma$,

$$\frac{\partial}{\partial\sigma}\frac{k(x_i)}{\sigma}=-\frac{k(x_i)+x_ik'(x_i)}{\sigma^2},\qquad \frac{\partial}{\partial e}\frac{k(x_i)}{\sigma}=\frac{k'(x_i)}{\sigma^2}.$$

The Gaussian has $g'=-2xg$ and $g''=(4x^2-2)g$. Hence

$$\frac{\partial D}{\partial\sigma}=\sum_i w_i\frac{(2x_i^2-1)g(x_i)}{\sigma^2},\qquad
\frac{\partial^2D}{\partial e^2}=\sum_i w_i\frac{(4x_i^2-2)g(x_i)}{\sigma^3},$$

and comparing the sums gives

$$\frac{\partial D}{\partial\sigma}=\frac{\sigma}{2}\frac{\partial^2D}{\partial e^2}.$$

In the variable $t=\sigma^2/4$ this is ordinary diffusion, $\partial D/\partial t=\partial^2D/\partial e^2$. If $D$ at a given energy were exactly $a+b\sigma^2$, with $a$ and $b$ independent of $\sigma$, subtracting $\sigma/2$ times its width derivative would leave $a$, the value extrapolated to zero width. For the Gaussian sum the same subtraction gives

$$E:=D-\frac{\sigma}{2}\frac{\partial D}{\partial\sigma}=\sum_i\frac{w_i}{\sigma}\Big(\frac32-x_i^2\Big)g(x_i).$$

So $E$ is again a broadened density, with kernel $q(x)=(\tfrac32-x^2)g(x)$. This is the first-order Methfessel–Paxton kernel of electronic-structure codes, here applied to the density of finitely many fixed levels. It is negative for $x^2>\tfrac32$, so $E$ can be negative at some energies even when all weights are positive.

To find how $E$ still depends on $\sigma$, use $q'=(2x^3-5x)g$:

$$-(q+xq')=\Big(-2x^4+6x^2-\frac32\Big)g=-\frac18(16x^4-48x^2+12)g=-\frac18g''''.$$

Since $\partial^4D/\partial e^4=\sum_i w_i\,g''''(x_i)/\sigma^5$,

$$\frac{\partial E}{\partial\sigma}=-\frac{\sigma^3}{8}\frac{\partial^4D}{\partial e^4}.$$

If the energy derivatives stay bounded as $\sigma\to0$, the width derivative has dropped from order $\sigma$ to order $\sigma^3$. For a fixed discrete spectrum they do not stay bounded near a level of nonzero total weight, so the identity by itself is no error estimate.

## Which even kernels diffuse

Suppose $k$ is even and twice differentiable, and $k(x/s)/s$ obeys the diffusion equation at $s=1$. Then $-(k+xk')=\tfrac12k''$, which says that $(k'+2xk)'=0$. Evenness gives $k'(0)=0$, so the constant $k'+2xk$ is zero. Therefore $(k\,e^{x^2})'=(k'+2xk)e^{x^2}=0$, and $k(x)=k(0)e^{-x^2}$.

## Two levels in numbers

Take $\sigma=0.1$ eV, levels at $0$ and $0.1$ eV with unit weights, and $e=0$. Then $x_1=0$, $x_2=-1$, and

$$D=\frac{1+e^{-1}}{0.1\sqrt\pi}\approx7.72\ \mathrm{eV}^{-1},\qquad
\frac{\partial D}{\partial\sigma}=\frac{-1+e^{-1}}{0.01\sqrt\pi}\approx-35.7\ \mathrm{eV}^{-2}.$$

The extrapolation gives $7.72+0.05\times35.7\approx9.50$ eV$^{-1}$. The kernel $q$ gives the same value directly: $(1.5+0.5\,e^{-1})/(0.1\sqrt\pi)\approx9.50$ eV$^{-1}$.

## Densities and kernels in Lean

The levels are indexed by a finite type `ι`.

```lean
import Mathlib

namespace GaussianSmearing

noncomputable section

variable {ι : Type*} [Fintype ι]
```

The functions `w` and `ε` hold the weights and levels. The weights may have any sign and need not sum to one. The levels do not respond to `σ`, so self-consistency is left out, as are the Fermi level, occupations and total energy.

```lean
/-- Density of states at energy `e` of levels `ε i` with weights `w i`, each broadened by a
normalized Gaussian of width `σ`; the domain is `σ > 0`. -/
def dos (w ε : ι → ℝ) (σ e : ℝ) : ℝ :=
  ∑ i, w i * Real.exp (-(e - ε i) ^ 2 / σ ^ 2) / (σ * √Real.pi)
```

The second definition admits any kernel, with the factor $1/\sigma$ that preserves its integral under scaling.

```lean
/-- Density of states broadened by an arbitrary kernel `k` scaled to width `σ`;
the domain is `σ > 0`. -/
def broaden (k : ℝ → ℝ) (w ε : ι → ℝ) (σ e : ℝ) : ℝ :=
  ∑ i, w i * (k ((e - ε i) / σ) / σ)
```

The two kernels are $g$ and $q$.

```lean
/-- The Gaussian kernel `exp(-x²)/√π`. -/
def gauss (x : ℝ) : ℝ := Real.exp (-x ^ 2) / √Real.pi

/-- The extrapolated kernel `(3/2 - x²) exp(-x²)/√π`. -/
def extrapolatedKernel (x : ℝ) : ℝ :=
  (3 / 2 - x ^ 2) * Real.exp (-x ^ 2) / √Real.pi
```

The literal Gaussian sum agrees with the general construction for `gauss`, term by term.

```lean
/-- The Gaussian density of states is the density broadened by the scaled Gaussian kernel. -/
theorem dos_eq_broaden (w ε : ι → ℝ) (σ e : ℝ) :
    dos w ε σ e = broaden gauss w ε σ e := by
  simp only [dos, broaden, gauss]
  refine Finset.sum_congr rfl fun i _ => ?_
  rw [div_pow, neg_div]
  ring
```

## Differentiating in width and energy

The next lemmas write $q$ as a polynomial times $g$ and establish $g'=-2xg$.

```lean
private lemma extrapolatedKernel_eq :
    extrapolatedKernel = fun x => (3 / 2 - x ^ 2) * gauss x := by
  funext x
  simp only [extrapolatedKernel, gauss]
  ring

private lemma hasDerivAt_sq (x : ℝ) : HasDerivAt (fun y : ℝ => y ^ 2) (2 * x) x := by
  simpa using hasDerivAt_pow 2 x

private lemma hasDerivAt_gauss (x : ℝ) : HasDerivAt gauss (-2 * x * gauss x) x := by
  have h : HasDerivAt (fun y : ℝ => Real.exp (-y ^ 2) / √Real.pi)
      (Real.exp (-x ^ 2) * (-(2 * x)) / √Real.pi) x :=
    ((hasDerivAt_sq x).fun_neg.exp).div_const _
  exact h.congr_deriv (by simp only [gauss]; ring)
```

`HasDerivAt f d x` says that `f` is differentiable at `x` with derivative `d`. The following lemma is the width derivative of one scaled kernel, by the chain and quotient rules; the theorem after it sums over levels.

```lean
private lemma hasDerivAt_scaled {k k' : ℝ → ℝ} (hk : ∀ x, HasDerivAt k (k' x) x)
    (a : ℝ) {σ : ℝ} (hσ : σ ≠ 0) :
    HasDerivAt (fun s => k (a / s) / s)
      (-(k (a / σ) + a / σ * k' (a / σ)) / σ / σ) σ := by
  have hq : HasDerivAt (fun s : ℝ => a / s) (-a / σ ^ 2) σ :=
    ((hasDerivAt_const σ a).fun_div (hasDerivAt_id' σ) hσ).congr_deriv (by ring)
  have h2 : HasDerivAt (fun s => k (a / s)) (k' (a / σ) * (-a / σ ^ 2)) σ :=
    HasDerivAt.comp σ (h := fun s : ℝ => a / s) (hk (a / σ)) hq
  refine (h2.fun_div (hasDerivAt_id' σ) hσ).congr_deriv ?_
  generalize k (a / σ) = u
  generalize k' (a / σ) = v
  field_simp
  ring

/-- The derivative with respect to the width, at `σ ≠ 0`, of a density broadened by a differentiable
kernel `k` is the density broadened by `-(k + x k')`, divided by `σ`. -/
theorem hasDerivAt_width {k k' : ℝ → ℝ} (hk : ∀ x, HasDerivAt k (k' x) x)
    (w ε : ι → ℝ) {σ : ℝ} (hσ : σ ≠ 0) (e : ℝ) :
    HasDerivAt (fun s => broaden k w ε s e)
      (broaden (fun x => -(k x + x * k' x)) w ε σ e / σ) σ := by
  simp only [broaden, Finset.sum_div]
  refine HasDerivAt.fun_sum fun i _ => ?_
  exact ((hasDerivAt_scaled hk (e - ε i) hσ).const_mul (w i)).congr_deriv (by ring)
```

For energy derivatives, `iteratedDeriv_step` passes from order `m` to `m + 1`: the kernel is replaced by its derivative and one more factor $1/\sigma$ appears.

```lean
private lemma iteratedDeriv_step {k k' F : ℝ → ℝ} (hk : ∀ x, HasDerivAt k (k' x) x)
    (w ε : ι → ℝ) (σ : ℝ) (m : ℕ)
    (hF : iteratedDeriv m F = fun e => broaden k w ε σ e / σ ^ m) :
    iteratedDeriv (m + 1) F = fun e => broaden k' w ε σ e / σ ^ (m + 1) := by
  rw [iteratedDeriv_succ, hF]
  funext e
  apply HasDerivAt.deriv
  simp only [broaden, Finset.sum_div]
  refine HasDerivAt.fun_sum fun i _ => ?_
  have hq : HasDerivAt (fun y : ℝ => (y - ε i) / σ) (1 / σ) e :=
    ((hasDerivAt_id' e).sub_const (ε i)).div_const σ
  have h2 : HasDerivAt (fun y => k ((y - ε i) / σ)) (k' ((e - ε i) / σ) * (1 / σ)) e :=
    HasDerivAt.comp e (h := fun y : ℝ => (y - ε i) / σ) (hk ((e - ε i) / σ)) hq
  exact (((h2.div_const σ).const_mul (w i)).div_const (σ ^ m)).congr_deriv (by ring)
```

Four such steps, starting from `gauss`, give the polynomials found above. The local facts `k1`, `k2` and `k3` differentiate the successive kernels.

```lean
/-- The second and fourth energy derivatives of the Gaussian density of states are the densities
broadened by `(4x² - 2) g(x)` and `(16x⁴ - 48x² + 12) g(x)`, divided by `σ²` and `σ⁴` respectively,
with `g` the Gaussian kernel. -/
theorem energy_derivatives (w ε : ι → ℝ) (σ : ℝ) :
    (iteratedDeriv 2 (dos w ε σ) =
      fun e => broaden (fun x => (4 * x ^ 2 - 2) * gauss x) w ε σ e / σ ^ 2) ∧
    (iteratedDeriv 4 (dos w ε σ) =
      fun e => broaden (fun x => (16 * x ^ 4 - 48 * x ^ 2 + 12) * gauss x) w ε σ e / σ ^ 4) := by
  have h0 : iteratedDeriv 0 (dos w ε σ) = fun e => broaden gauss w ε σ e / σ ^ 0 := by
    funext e
    simp [dos_eq_broaden]
  -- successive derivatives of the Gaussian kernel
  have k1 : ∀ x, HasDerivAt (fun x => -2 * x * gauss x) ((4 * x ^ 2 - 2) * gauss x) x :=
    fun x => (((hasDerivAt_id' x).const_mul (-2 : ℝ)).fun_mul
      (hasDerivAt_gauss x)).congr_deriv (by ring)
  have k2 : ∀ x, HasDerivAt (fun x => (4 * x ^ 2 - 2) * gauss x)
      ((12 * x - 8 * x ^ 3) * gauss x) x :=
    fun x => ((((hasDerivAt_sq x).const_mul (4 : ℝ)).sub_const 2).fun_mul
      (hasDerivAt_gauss x)).congr_deriv (by ring)
  have cube : ∀ x : ℝ, HasDerivAt (fun y : ℝ => y ^ 3) (3 * x ^ 2) x :=
    fun x => by simpa using hasDerivAt_pow 3 x
  have k3 : ∀ x, HasDerivAt (fun x => (12 * x - 8 * x ^ 3) * gauss x)
      ((16 * x ^ 4 - 48 * x ^ 2 + 12) * gauss x) x :=
    fun x => ((((hasDerivAt_id' x).const_mul (12 : ℝ)).fun_sub
      ((cube x).const_mul (8 : ℝ))).fun_mul (hasDerivAt_gauss x)).congr_deriv (by ring)
  have h2 := iteratedDeriv_step k1 w ε σ 1 (iteratedDeriv_step hasDerivAt_gauss w ε σ 0 h0)
  exact ⟨h2, iteratedDeriv_step k3 w ε σ 3 (iteratedDeriv_step k2 w ε σ 2 h2)⟩
```

## The three identities for the broadened density

In the diffusion equation, `iteratedDeriv 2 (dos w ε σ) e` is the second derivative in energy at fixed width. The proof inserts both derivatives and compares summands. Once `(e - ε i) / σ` is renamed `x`, `field_simp` and `ring` complete the polynomial comparison.

```lean
/-- For `σ > 0` the Gaussian density of states obeys the diffusion equation
`∂D/∂σ = (σ/2) ∂²D/∂e²`. -/
theorem smearing_diffusion (w ε : ι → ℝ) {σ : ℝ} (hσ : 0 < σ) (e : ℝ) :
    HasDerivAt (fun s => dos w ε s e) (σ / 2 * iteratedDeriv 2 (dos w ε σ) e) σ := by
  have hs := hσ.ne'
  rw [(energy_derivatives w ε σ).1]
  simp only [dos_eq_broaden]
  refine (hasDerivAt_width hasDerivAt_gauss w ε hs e).congr_deriv ?_
  simp only [broaden, Finset.sum_div, Finset.mul_sum]
  refine Finset.sum_congr rfl fun i _ => ?_
  generalize (e - ε i) / σ = x
  field_simp
  ring
```

The extrapolation identity uses `deriv`, the value of the width derivative, and ends with the same comparison.

```lean
/-- For `σ > 0`, the combination `D - (σ/2) ∂D/∂σ` of the Gaussian density of states is the
density broadened by the scaled kernel `(3/2 - x²) exp(-x²)/√π`. -/
theorem width_extrapolation (w ε : ι → ℝ) {σ : ℝ} (hσ : 0 < σ) (e : ℝ) :
    dos w ε σ e - σ / 2 * deriv (fun s => dos w ε s e) σ =
      broaden extrapolatedKernel w ε σ e := by
  have hs := hσ.ne'
  simp only [dos_eq_broaden]
  rw [(hasDerivAt_width hasDerivAt_gauss w ε hs e).deriv, extrapolatedKernel_eq]
  simp only [broaden, Finset.sum_div, Finset.mul_sum, ← Finset.sum_sub_distrib]
  refine Finset.sum_congr rfl fun i _ => ?_
  generalize (e - ε i) / σ = x
  field_simp
  ring
```

For the remaining width dependence, `hk` supplies $q'$, and the general width formula is matched with the fourth energy derivative.

```lean
/-- For `σ > 0`, the width derivative of the extrapolated density is `-(σ³/8) ∂⁴D/∂e⁴`, with `D`
the Gaussian density of states. -/
theorem extrapolated_width_dependence (w ε : ι → ℝ) {σ : ℝ} (hσ : 0 < σ) (e : ℝ) :
    HasDerivAt (fun s => broaden extrapolatedKernel w ε s e)
      (-(σ ^ 3 / 8) * iteratedDeriv 4 (dos w ε σ) e) σ := by
  have hs := hσ.ne'
  have hk : ∀ x, HasDerivAt (fun x => (3 / 2 - x ^ 2) * gauss x)
      ((2 * x ^ 3 - 5 * x) * gauss x) x :=
    fun x => (((hasDerivAt_sq x).const_sub (3 / 2 : ℝ)).fun_mul
      (hasDerivAt_gauss x)).congr_deriv (by ring)
  rw [(energy_derivatives w ε σ).2, extrapolatedKernel_eq]
  refine (hasDerivAt_width hk w ε hs e).congr_deriv ?_
  simp only [broaden, Finset.sum_div, Finset.mul_sum]
  refine Finset.sum_congr rfl fun i _ => ?_
  generalize (e - ε i) / σ = x
  field_simp
  ring
```

## The converse in Lean

Here `k1` and `k2` are the functions $k'$ and $k''$, and `hd` is the diffusion equation, required only at width one. No normalisation is assumed, so the zero kernel is allowed.

In the proof, `ode` equates the two expressions for the width derivative, and `hzero` obtains $k'(0)=0$ from evenness. Then `hF` and `hc` show that $k'+2xk$ is constant and zero, and `hG` shows that $k\,e^{x^2}$ has zero derivative. Comparing its values at $x$ and at the origin gives the formula for $k$.

```lean
/-- An even, twice differentiable kernel whose scaled form `u(s, x) = k(x/s)/s` obeys the diffusion
equation `∂u/∂s = (s/2) ∂²u/∂x²` at width `s = 1` is a constant multiple of `exp(-x²)`:
`k(x) = k(0) exp(-x²)`. -/
theorem gaussian_of_diffusion {k k1 k2 : ℝ → ℝ} (h1 : ∀ x, HasDerivAt k (k1 x) x)
    (h2 : ∀ x, HasDerivAt k1 (k2 x) x) (heven : ∀ x, k (-x) = k x)
    (hd : ∀ x, HasDerivAt (fun s => k (x / s) / s) (1 / 2 * k2 x) 1) (x : ℝ) :
    k x = k 0 * Real.exp (-x ^ 2) := by
  have ode : ∀ y, k2 y = -2 * (k y + y * k1 y) := fun y => by
    have h := (hd y).unique (hasDerivAt_scaled h1 y one_ne_zero)
    simp only [div_one] at h
    linarith
  -- an even differentiable kernel has zero slope at the origin
  have hzero : k1 0 = 0 := by
    have hn : HasDerivAt (fun y => k (-y)) (k1 (-0) * (-1)) 0 :=
      HasDerivAt.comp (0 : ℝ) (h := fun y : ℝ => -y) (h1 (-0)) (hasDerivAt_id' (0 : ℝ)).fun_neg
    simp only [heven, neg_zero] at hn
    have h := hn.unique (h1 0)
    linarith
  -- the first integral k' + 2 x k vanishes
  have hF : ∀ y, HasDerivAt (fun y => k1 y + 2 * y * k y) 0 y := fun y =>
    ((h2 y).fun_add (((hasDerivAt_id' y).const_mul (2 : ℝ)).fun_mul (h1 y))).congr_deriv
      (by rw [ode y]; ring)
  have hc : ∀ y, k1 y + 2 * y * k y = 0 := fun y => by
    have h := is_const_of_deriv_eq_zero (fun z => (hF z).differentiableAt)
      (fun z => (hF z).deriv) y 0
    simpa [hzero] using h
  -- hence k exp(x²) is constant
  have hG : ∀ y, HasDerivAt (fun y => k y * Real.exp (y ^ 2)) 0 y := fun y =>
    ((h1 y).fun_mul (hasDerivAt_sq y).exp).congr_deriv
      (by linear_combination Real.exp (y ^ 2) * hc y)
  have h := is_const_of_deriv_eq_zero (fun z => (hG z).differentiableAt)
    (fun z => (hG z).deriv) x 0
  rw [Real.exp_neg, ← div_eq_mul_inv, eq_div_iff (Real.exp_ne_zero _)]
  simpa using h

end

end GaussianSmearing
```

```lean
#print axioms GaussianSmearing.smearing_diffusion
#print axioms GaussianSmearing.width_extrapolation
#print axioms GaussianSmearing.extrapolated_width_dependence
#print axioms GaussianSmearing.gaussian_of_diffusion
```

```
'GaussianSmearing.smearing_diffusion' depends on axioms: [propext, Classical.choice, Quot.sound]
'GaussianSmearing.width_extrapolation' depends on axioms: [propext, Classical.choice, Quot.sound]
'GaussianSmearing.extrapolated_width_dependence' depends on axioms: [propext, Classical.choice, Quot.sound]
'GaussianSmearing.gaussian_of_diffusion' depends on axioms: [propext, Classical.choice, Quot.sound]
```
